# Adjacent angular-momentum sublevels have equal decay strength under a vector operator

If the sublevels of an excited atomic level decayed at different rates, the level would have no single lifetime. Its population would decay as a sum of several exponentials, and the weights would depend on how the atom had been excited. For a free atom, rotational symmetry prevents this. The version proved here concerns two adjacent sublevels, taken as normalised states joined by the raising operator, and a transition operator that rotates as a vector, as the electric dipole does. Summed over polarisations and final states, the squared transition amplitudes of the two states are equal.

## States, rotations and the vector condition

```lean
import Mathlib

open Matrix ComplexConjugate

namespace SublevelDecay

noncomputable section

variable {E : Type*} [NormedAddCommGroup E] [InnerProductSpace ℂ E]
```

The first line loads Mathlib, Lean's mathematical library. The last declares the state space `E`, a complex inner-product space of any dimension. Its inner product $\langle x,y\rangle$ is antilinear in $x$ and linear in $y$.

```lean
/-- The Levi-Civita symbol on three Cartesian indices, written as a product of differences. -/
def eps (i j k : Fin 3) : ℂ :=
  (((j : ℕ) : ℂ) - ((i : ℕ) : ℂ)) * (((k : ℕ) : ℂ) - ((i : ℕ) : ℂ)) *
    (((k : ℕ) : ℂ) - ((j : ℕ) : ℂ)) / 2
```

`Fin 3` is the index set $\{0,1,2\}$, standing for $x,y,z$. The symbol is defined by
$$\varepsilon_{ijk}=\tfrac12\,(j-i)(k-i)(k-j).$$
It vanishes when two indices agree, changes sign when two are exchanged, and has $\varepsilon_{012}=1$.

```lean
/-- `V` is a vector operator with respect to `J`: `[J_i, V_j] = i ∑_k ε_ijk V_k`. -/
def IsVectorOperator (J V : Fin 3 → Module.End ℂ E) : Prop :=
  ∀ i j, J i * V j - V j * J i = Complex.I • ∑ k, eps i j k • V k
```

`Module.End ℂ E` is the type of linear operators from `E` to itself, `*` is their composition, and `•` multiplies by a scalar. `J` and `V` are triples of operators: the angular momentum $J_i$, in units of $\hbar$, and the transition operator $V_i$. The definition reads
$$[J_i,V_j]=i\sum_k\varepsilon_{ijk}V_k ,$$
where the $i$ in front of the sum is the imaginary unit. This states that the $V_i$ turn into one another under rotations as the components of a vector do.

All operators act on the whole of `E`. Unbounded operators are therefore covered only if `E` is a common domain that each of them maps into itself.

```lean
/-- The raising operator `J₊ = J_x + i J_y`. -/
def raise (J : Fin 3 → Module.End ℂ E) : Module.End ℂ E := J 0 + Complex.I • J 1
```

This is $J_+=J_0+iJ_1$, the usual $J_x+iJ_y$.

```lean
/-- The lowering operator `J₋ = J_x - i J_y`. -/
def lower (J : Fin 3 → Module.End ℂ E) : Module.End ℂ E := J 0 - Complex.I • J 1
```

This is $J_-=J_0-iJ_1$.

```lean
/-- The rescaled raised state `J₊ v / √c`. -/
def raised (J : Fin 3 → Module.End ℂ E) (c : ℝ) (v : E) : E :=
  ((√c : ℝ) : ℂ)⁻¹ • raise J v
```

`raised J c v` is the state $w=J_+v/\sqrt c$, where $c$ is a real number. For a standard sublevel $|j,m\rangle$ with $m<j$ one takes $c=j(j+1)-m(m+1)$, which is positive, and $w$ is $|j,m+1\rangle$.

## Decay strength as a quadratic form

```lean
/-- The decay strength of a state, `∑_i ‖V_i v‖²`, summed over the three polarisations. -/
def decayStrength (V : Fin 3 → Module.End ℂ E) (v : E) : ℝ := ∑ i, ‖V i v‖ ^ 2
```

The decay strength is $S(v)=\sum_i\|V_iv\|^2$. For a unit vector $v$, inserting a complete set of final states $f$ turns it into $\sum_i\sum_f|\langle f,V_iv\rangle|^2$. If $V$ is the full dipole operator, this sum also includes final states that do not lie below $v$ in energy, to which no spontaneous decay takes place. Projecting on one lower level, as is done further below, removes them. The emission rate also contains a factor that depends on the transition frequency. That factor is not in the definition, but it is common to all transitions between two given degenerate levels.

```lean
/-- The decay form `∑_i ⟨V_i x, V_i y⟩` of two states. -/
def decayForm (V : Fin 3 → Module.End ℂ E) (x y : E) : ℂ := ∑ i, inner ℂ (V i x) (V i y)
```

The form $D(x,y)=\sum_i\langle V_ix,V_iy\rangle$ takes two states, and $D(v,v)=S(v)$. With two slots, an operator can be moved from one state to the other.

## Moving angular momentum across the form

```lean
/-- Moving `J_i` past `V_j` on a state costs the rotated components of `V`. -/
theorem IsVectorOperator.apply_comm {J V : Fin 3 → Module.End ℂ E}
    (hV : IsVectorOperator J V) (i j : Fin 3) (x : E) :
    V j (J i x) = J i (V j x) - Complex.I • ∑ k, eps i j k • V k x := by
  have h := LinearMap.congr_fun (hV i j) x
  simp only [LinearMap.sub_apply, Module.End.mul_apply, LinearMap.smul_apply,
    LinearMap.sum_apply] at h
  rw [← h]
  abel
```

In a Lean theorem the hypotheses stand before the final colon, the claim after it, and the proof after `:=`. Here the vector condition is applied to a state $x$ and rearranged:
$$V_jJ_ix=J_iV_jx-i\sum_k\varepsilon_{ijk}V_kx .$$

```lean
/-- For symmetric `J_i` and a vector operator `V`, each `J_k` can be moved from one state of the
decay form to the other. -/
theorem decayForm_rotation {J V : Fin 3 → Module.End ℂ E} (hJ : ∀ i, (J i).IsSymmetric)
    (hV : IsVectorOperator J V) (k : Fin 3) (x y : E) :
    decayForm V (J k x) y = decayForm V x (J k y) := by
  have hs : ∀ a b : E, inner ℂ (J k a) b = inner ℂ a (J k b) := hJ k
  have h2 : conj (2 : ℂ) = 2 := Complex.conj_eq_iff_im.mpr (by simp)
  have he : ∀ i j l, conj (eps i j l) = eps i j l := fun i j l => by simp [eps, h2]
  simp only [decayForm, hV.apply_comm, Fin.sum_univ_three, inner_sub_left, inner_sub_right,
    inner_add_left, inner_add_right, inner_smul_left, inner_smul_right, hs, he, Complex.conj_I]
  -- the remaining terms cancel by antisymmetry of the Levi-Civita symbol
  simp only [eps]
  ring
```

The hypothesis `hJ` says that each $J_i$ is symmetric, $\langle J_ix,y\rangle=\langle x,J_iy\rangle$. The claim is $D(J_kx,y)=D(x,J_ky)$. By the previous lemma,
$$D(J_kx,y)=\sum_j\langle J_kV_jx,V_jy\rangle+i\sum_{j,l}\varepsilon_{kjl}\langle V_lx,V_jy\rangle ,$$
where the sign of the second term changed because the first slot is antilinear. In the same way,
$$D(x,J_ky)=\sum_j\langle V_jx,J_kV_jy\rangle-i\sum_{j,l}\varepsilon_{kjl}\langle V_jx,V_ly\rangle .$$
The first terms agree because $J_k$ is symmetric. In the last sum, exchange the names $j$ and $l$ and use $\varepsilon_{klj}=-\varepsilon_{kjl}$. It becomes the second term of the first line.

The long `simp only` performs the two expansions, with `he` recording that $\varepsilon$ is real. After the symbol is replaced by its formula, `ring` checks that the two sides agree.

```lean
/-- For symmetric `J_i` and a vector operator `V`, `J₊` on the first state of the decay form equals
`J₋` on the second. -/
theorem decayForm_raise {J V : Fin 3 → Module.End ℂ E} (hJ : ∀ i, (J i).IsSymmetric)
    (hV : IsVectorOperator J V) (x y : E) :
    decayForm V (raise J x) y = decayForm V x (lower J y) := by
  have h0 := decayForm_rotation hJ hV 0 x y
  have h1 := decayForm_rotation hJ hV 1 x y
  simp only [decayForm, Fin.sum_univ_three] at h0 h1
  simp only [decayForm, Fin.sum_univ_three, raise, lower, LinearMap.add_apply,
    LinearMap.sub_apply, LinearMap.smul_apply, map_add, map_sub, map_smul, inner_add_left,
    inner_sub_right, inner_smul_left, inner_smul_right, Complex.conj_I]
  linear_combination h0 - Complex.I * h1
```

Combining components 0 and 1 gives
$$D(J_+x,y)=D(J_0x,y)-iD(J_1x,y)=D(x,J_0y)-iD(x,J_1y)=D(x,J_-y).$$
The closing `linear_combination` line names this combination: the identity for $J_0$ minus $i$ times the identity for $J_1$.

## Equal norms and equal strengths

```lean
/-- For symmetric `J_i`, if `J₋ J₊ v = c v` with `c > 0`, then `J₊ v / √c` has the same norm as `v`.
-/
theorem norm_raised {J : Fin 3 → Module.End ℂ E} (hJ : ∀ i, (J i).IsSymmetric)
    {c : ℝ} (hc : 0 < c) {v : E} (hv : lower J (raise J v) = (c : ℂ) • v) :
    ‖raised J c v‖ = ‖v‖ := by
  have hadj : ∀ x y : E, inner ℂ (raise J x) y = inner ℂ x (lower J y) := fun x y => by
    have h0 : inner ℂ (J 0 x) y = inner ℂ x (J 0 y) := hJ 0 x y
    have h1 : inner ℂ (J 1 x) y = inner ℂ x (J 1 y) := hJ 1 x y
    simp only [raise, lower, LinearMap.add_apply, LinearMap.sub_apply, LinearMap.smul_apply,
      inner_add_left, inner_sub_right, inner_smul_left, inner_smul_right, Complex.conj_I]
    linear_combination h0 - Complex.I * h1
  have hs : ((√c : ℝ) : ℂ) * ((√c : ℝ) : ℂ) = (c : ℂ) := by
    exact_mod_cast Real.mul_self_sqrt hc.le
  have hs0 : ((√c : ℝ) : ℂ) ≠ 0 := by exact_mod_cast (Real.sqrt_pos.mpr hc).ne'
  have h : inner ℂ (raised J c v) (raised J c v) = inner ℂ v v := by
    simp only [raised, inner_smul_left, inner_smul_right, hadj, hv, map_inv₀,
      Complex.conj_ofReal]
    rw [← hs]
    field_simp
  rw [inner_self_eq_norm_sq_to_K, inner_self_eq_norm_sq_to_K] at h
  have h2 : ‖raised J c v‖ ^ 2 = ‖v‖ ^ 2 := by exact_mod_cast h
  exact (sq_eq_sq₀ (norm_nonneg _) (norm_nonneg _)).mp h2
```

The decay strength scales with the squared norm of the state, so the two states should be compared at equal norm. Suppose $J_-J_+v=cv$ with $c>0$. Then
$$\langle w,w\rangle=\frac1c\langle J_+v,J_+v\rangle=\frac1c\langle v,J_-J_+v\rangle=\langle v,v\rangle .$$
The step `hadj` moves $J_+$ across the inner product, and the last line passes from equal squares to equal norms. A unit vector $v$ thus gives a unit vector $w$.

```lean
/-- For symmetric `J_i`, if `J₋ J₊ v = c v` with `c > 0`, then `J₊ v / √c` and `v` have the same
decay strength under any vector operator. -/
theorem decayStrength_raised {J V : Fin 3 → Module.End ℂ E} (hJ : ∀ i, (J i).IsSymmetric)
    (hV : IsVectorOperator J V) {c : ℝ} (hc : 0 < c) {v : E}
    (hv : lower J (raise J v) = (c : ℂ) • v) :
    decayStrength V (raised J c v) = decayStrength V v := by
  have hcoe : ∀ x : E, ((decayStrength V x : ℝ) : ℂ) = decayForm V x x := fun x => by
    simp [decayStrength, decayForm, inner_self_eq_norm_sq_to_K]
  have hsmul : ∀ (a b : ℂ) (x y : E),
      decayForm V (a • x) (b • y) = conj a * b * decayForm V x y := fun a b x y => by
    simp only [decayForm, map_smul, inner_smul_left, inner_smul_right, Finset.mul_sum]
    exact Finset.sum_congr rfl fun i _ => by ring
  have hs : ((√c : ℝ) : ℂ) * ((√c : ℝ) : ℂ) = (c : ℂ) := by
    exact_mod_cast Real.mul_self_sqrt hc.le
  have hs0 : ((√c : ℝ) : ℂ) ≠ 0 := by exact_mod_cast (Real.sqrt_pos.mpr hc).ne'
  have h1 := hsmul 1 (c : ℂ) v v
  simp only [one_smul, map_one, one_mul] at h1
  apply Complex.ofReal_injective
  -- move `J₊` across the form, use the ladder relation, and cancel `c`
  rw [hcoe, hcoe, raised, hsmul, decayForm_raise hJ hV, hv, h1, map_inv₀,
    Complex.conj_ofReal, ← hs]
  field_simp
```

This is the main theorem, $S(w)=S(v)$. The calculation is the one for the norm, with $D$ in place of the inner product:
$$S(w)=\frac1cD(J_+v,J_+v)=\frac1cD(v,J_-J_+v)=\frac1c\,c\,D(v,v)=S(v).$$
In the proof, `hcoe` identifies $S$ with the diagonal of $D$, and `hsmul` takes scalars out of both slots. The `rw` chain follows the displayed line from left to right, and `field_simp` cancels $c$.

The theorem needs neither a normalised $v$ nor the commutators of the $J_i$ with each other. For true angular momentum, those commutators are what supply the assumed relation $J_-J_+v=cv$ for each $|j,m\rangle$. The condition $c>0$ means that there is a sublevel above $v$; at $m=j$ the raised state vanishes.

The smallest level with something to compare is $j=\tfrac12$. From $m=-\tfrac12$ one finds $c=1$, so $w=J_+v$, and the theorem equates the strengths of spin down and spin up.

The invariance of $D$ also settles superpositions, by a short argument that is not in the file. If $J_2x=mx$ and $J_2y=m'y$ with real $m\neq m'$, then $mD(x,y)=m'D(x,y)$, so $D(x,y)=0$. There are no cross terms between sublevels of different $m$, and a normalised superposition of the sublevels of one level has the same strength as each of them.

## One final level at a time, along the whole ladder

```lean
/-- A vector operator followed by an operator `P` that commutes with every `J_i` is again a
vector operator. -/
theorem IsVectorOperator.project {J V : Fin 3 → Module.End ℂ E} (hV : IsVectorOperator J V)
    {P : Module.End ℂ E} (hP : ∀ i, P * J i = J i * P) :
    IsVectorOperator J (fun i => P * V i) := by
  intro i j
  have h : J i * (P * V j) - P * V j * J i = P * (J i * V j - V j * J i) := by
    rw [← mul_assoc, ← hP i]
    noncomm_ring
  change J i * (P * V j) - P * V j * J i = _
  rw [h, hV i j]
  simp only [mul_smul_comm, Finset.mul_sum]
```

An atom usually has several lower levels, each with its own frequency factor, so the equality is wanted for each final level separately. Let $P$ commute with every $J_i$, as the projection on one complete level does. Then
$$J_iPV_j-PV_jJ_i=P(J_iV_j-V_jJ_i)=i\sum_k\varepsilon_{ijk}PV_k ,$$
so the operators $PV_i$ satisfy the vector condition too. The step `h` is the first equality.

```lean
/-- Let the `J_i` be symmetric, `V` a vector operator and `P` an operator that commutes with every
`J_i`. If `J₋ J₊ v_n = c_n v_n` with `c_n > 0` and `v_(n+1) = J₊ v_n / √c_n` for all `n < N`, then
`v_0, …, v_N` all have the same decay strength under the operators `P V_i`. -/
theorem decayStrength_ladder {J V : Fin 3 → Module.End ℂ E} (hJ : ∀ i, (J i).IsSymmetric)
    (hV : IsVectorOperator J V) {P : Module.End ℂ E} (hP : ∀ i, P * J i = J i * P)
    (N : ℕ) (c : ℕ → ℝ) (v : ℕ → E) (hc : ∀ n < N, 0 < c n)
    (hv : ∀ n < N, lower J (raise J (v n)) = (c n : ℂ) • v n)
    (hstep : ∀ n < N, v (n + 1) = raised J (c n) (v n)) :
    ∀ n ≤ N, decayStrength (fun i => P * V i) (v n) =
      decayStrength (fun i => P * V i) (v 0) := by
  intro n
  induction n with
  | zero => intro _; rfl
  | succ n ih =>
    intro hn
    have hlt : n < N := by omega
    rw [hstep n hlt, decayStrength_raised hJ (hV.project hP) (hc n hlt) (hv n hlt)]
    exact ih hlt.le
```

Here $v_0,\dots,v_N$ are states with $v_{n+1}=J_+v_n/\sqrt{c_n}$ and $J_-J_+v_n=c_nv_n$, where $c_n>0$ for each $n<N$. The conclusion is
$$\sum_i\|PV_iv_n\|^2=\sum_i\|PV_iv_0\|^2\qquad(n\le N).$$
The proof is an induction on $n$, with the main theorem applied to $PV$ at each step. For a level of angular momentum $j$, start at $m=-j$ and take $N=2j$ to reach every sublevel.

For an isolated atom with dipole emission treated to first order, the strength from one sublevel to a complete final level therefore serves for all sublevels of the initial level. In an atomic-structure calculation under those conditions, values that differ by more than numerical error show that something is wrong, for example a basis that breaks rotational symmetry or states that are not correctly normalised.

## A p level decaying to an s level

```lean
/-- The operator on `ℂ⁴` given by a matrix. -/
def matOp (M : Matrix (Fin 4) (Fin 4) ℂ) : Module.End ℂ (EuclideanSpace ℂ (Fin 4)) where
  toFun x := WithLp.toLp 2 (M *ᵥ x.ofLp)
  map_add' x y := by simp [Matrix.mulVec_add]
  map_smul' a x := by simp [Matrix.mulVec_smul]
```

The example lives in $\mathbb C^4$. `matOp` turns a $4\times4$ matrix into an operator on that space.

```lean
/-- Angular momentum on the states `p_x, p_y, p_z, s`. -/
def psJ (i : Fin 3) : Module.End ℂ (EuclideanSpace ℂ (Fin 4)) :=
  matOp (![!![0, 0, 0, 0; 0, 0, -Complex.I, 0; 0, Complex.I, 0, 0; 0, 0, 0, 0],
    !![0, 0, Complex.I, 0; 0, 0, 0, 0; -Complex.I, 0, 0, 0; 0, 0, 0, 0],
    !![0, -Complex.I, 0, 0; Complex.I, 0, 0, 0; 0, 0, 0, 0; 0, 0, 0, 0]] i)
```

The basis is $p_x,p_y,p_z,s$. The three matrices are the orbital angular momentum in Cartesian form, and they give zero on $s$.

```lean
/-- Component `i` of the dipole operator: it takes the `i`-th Cartesian `p` state to `s` and the
other basis states to zero. -/
def psV (i : Fin 3) : Module.End ℂ (EuclideanSpace ℂ (Fin 4)) :=
  matOp (![!![0, 0, 0, 0; 0, 0, 0, 0; 0, 0, 0, 0; 1, 0, 0, 0],
    !![0, 0, 0, 0; 0, 0, 0, 0; 0, 0, 0, 0; 0, 1, 0, 0],
    !![0, 0, 0, 0; 0, 0, 0, 0; 0, 0, 0, 0; 0, 0, 1, 0]] i)
```

The operator $V_i$ takes the $i$-th Cartesian $p$ state to $s$ and gives zero on the other basis states. It is the downward part of the dipole, scaled so that each non-zero matrix element is one. It is not self-adjoint, and the theorems do not ask it to be.

```lean
/-- The state `p_z`. -/
def pz : EuclideanSpace ℂ (Fin 4) := WithLp.toLp 2 ![0, 0, 1, 0]
```

This is the unit vector $p_z$, the sublevel $m=0$.

```lean
/-- The `p` to `s` dipole transition meets the hypotheses: `psJ` is symmetric, `psV` is a vector
operator, and `p_z` satisfies `J₋ J₊ p_z = 2 p_z` and has decay strength one. -/
theorem decayStrength_raised_witness :
    (∀ i, (psJ i).IsSymmetric) ∧ IsVectorOperator psJ psV ∧
      lower psJ (raise psJ pz) = ((2 : ℝ) : ℂ) • pz ∧ decayStrength psV pz = 1 := by
  have happ : ∀ M x a, (matOp M x).ofLp a = ∑ b, M a b * x.ofLp b := fun _ _ _ => rfl
  refine ⟨?_, ?_, ?_, ?_⟩
  · intro i x y
    fin_cases i <;> simp [psJ, PiLp.inner_apply, happ, Fin.sum_univ_four] <;> ring1
  · intro i j
    refine LinearMap.ext fun x => ?_
    ext a
    fin_cases i <;> fin_cases j <;> fin_cases a <;>
      simp [psJ, psV, eps, happ, Fin.sum_univ_four, Fin.sum_univ_three] <;>
      ring1
  · ext a
    fin_cases a <;>
      simp [lower, raise, psJ, pz, happ, Fin.sum_univ_four]
    ring1
  · simp [decayStrength, psV, pz, EuclideanSpace.norm_sq_eq, happ, Fin.sum_univ_four,
      Fin.sum_univ_three]

end

end SublevelDecay
```

The theorem confirms that these operators and this state satisfy the hypotheses, with $c=2$ and $S(p_z)=1$. By hand,
$$J_+p_z=-(p_x+ip_y),\qquad J_-J_+p_z=2p_z .$$
The raised state is $w=-(p_x+ip_y)/\sqrt2$. Its strength is $\tfrac12+\tfrac12=1$, in agreement with the main theorem. The proof goes through the matrix entries: `fin_cases` splits the first three claims into their index values, and `simp` and `ring1` do the arithmetic.

```lean
#print axioms SublevelDecay.norm_raised
-- 'SublevelDecay.norm_raised' depends on axioms: [propext, Classical.choice, Quot.sound]
#print axioms SublevelDecay.decayStrength_ladder
-- 'SublevelDecay.decayStrength_ladder' depends on axioms: [propext, Classical.choice, Quot.sound]
```
